# Reducing the trace of an even number of gamma matrices to traces with two fewer

The gammas here are elements `γ a` of a complex algebra whose anticommutators are γ_a γ_b + γ_b γ_a = 2B(a, b)·1, and `Tr` is any complex-linear functional with Tr(xy) = Tr(yx), with no normalisation fixed. `trace_recursion` takes γ_a followed by an odd number of further gammas, so an even number in all. It says that the trace of this product is the sum, over the further gammas, of B(a, b_j) times the trace of what remains when γ_a and the j-th of them are removed, with alternating signs beginning with plus. The proof carries γ_a through to the right end by the lemma `move_through`, which leaves the contractions and a transported term with sign −1. Cyclicity turns that term back into minus the original trace, so twice the trace equals twice the sum, and halving gives the result.

Lean 4 with Mathlib refuses this proof:

```lean
import Mathlib

open scoped Nat

namespace TraceRecursion

variable {V A : Type*} [Ring A] [Algebra ℂ A]

/-- Moving `γ a` from the left to the right of a product of gammas produces one contraction
with each factor, with alternating signs, and an overall sign for the transported term. -/
theorem move_through (B : V → V → ℂ) (γ : V → A)
    (hγ : ∀ a b, γ a * γ b + γ b * γ a = (2 * B a b) • (1 : A)) (a : V) (l : List V) :
    γ a * (l.map γ).prod =
      (2 : ℂ) • ∑ j : Fin l.length,
        ((-1) ^ (j : ℕ) * B a (l.get j)) • ((l.eraseIdx j).map γ).prod
      + (-1 : ℂ) ^ l.length • ((l.map γ).prod * γ a) := by
  induction l with
  | nil => simp
  | cons b l ih =>
    -- split off the contraction with the first factor
    have hs : ∑ j : Fin (b :: l).length,
        ((-1) ^ (j : ℕ) * B a ((b :: l).get j)) • (((b :: l).eraseIdx j).map γ).prod
        = B a b • (l.map γ).prod - γ b * ∑ j : Fin l.length,
          ((-1) ^ (j : ℕ) * B a (l.get j)) • ((l.eraseIdx j).map γ).prod := by
      refine (Fin.sum_univ_succ (n := l.length) _).trans ?_
      rw [Finset.mul_sum, sub_eq_add_neg, ← Finset.sum_neg_distrib]
      congr 1
      · simp
      · refine Finset.sum_congr rfl fun j _ => ?_
        simp [pow_succ]
    have h1 : γ a * (γ b * (l.map γ).prod)
        = (2 * B a b) • (l.map γ).prod - γ b * (γ a * (l.map γ).prod) := by
      rw [← mul_assoc, ← mul_assoc, eq_sub_iff_add_eq, ← add_mul, hγ, smul_mul_assoc, one_mul]
    rw [hs, List.map_cons, List.prod_cons, h1, ih, List.length_cons, pow_succ, mul_add,
      mul_smul_comm, mul_smul_comm, mul_assoc]
    module

/-- The trace of an even number of gammas is the alternating sum of the contractions of the
first vector `a` with each vector of the remaining list `l`, times the trace of what is left. -/
theorem trace_recursion (B : V → V → ℂ) (γ : V → A)
    (hγ : ∀ a b, γ a * γ b + γ b * γ a = (2 * B a b) • (1 : A))
    (Tr : A →ₗ[ℂ] ℂ) (hTr : ∀ x y, Tr (x * y) = Tr (y * x))
    (a : V) (l : List V) (hl : Odd l.length) :
    Tr (γ a * (l.map γ).prod) = ∑ j : Fin l.length,
      (-1) ^ (j : ℕ) * B a (l.get j) * Tr ((l.eraseIdx j).map γ).prod := by
  have h := congrArg Tr (move_through B γ hγ a l)
  -- cyclicity returns the transported term to the original trace
  rw [hl.neg_one_pow, map_add, hTr.eq_1 |> fun _ => map_smul Tr (2 : ℂ) _] at h
  simp only [map_smul, map_sum, smul_eq_mul] at h
  rw [hTr (l.map γ).prod (γ a)] at h
  linear_combination h / 2

end TraceRecursion
```

The compiler's answer:

```
Main.lean:48:35: error(lean.invalidField): Invalid field `eq_1`: The environment does not contain `Function.eq_1`, so it is not possible to project the field `eq_1` from an expression
  hTr
of type
  ∀ (x y : A), Tr (x * y) = Tr (y * x)
Main.lean:45:73: error: unsolved goals
V : Type u_1
A : Type u_2
inst✝¹ : Ring A
inst✝ : Algebra ℂ A
B : V → V → ℂ
γ : V → A
hγ : ∀ (a b : V), γ a * γ b + γ b * γ a = (2 * B a b) • 1
Tr : A →ₗ[ℂ] ℂ
hTr : ∀ (x y : A), Tr (x * y) = Tr (y * x)
a : V
l : List V
hl : Odd l.length
h :
  Tr (γ a * (List.map γ l).prod) =
    Tr (2 • ∑ j, ((-1) ^ ↑j * B a (l.get j)) • (List.map γ (l.eraseIdx ↑j)).prod) +
      Tr (-1 • ((List.map γ l).prod * γ a))
⊢ Tr (γ a * (List.map γ l).prod) = ∑ j, (-1) ^ ↑j * B a (l.get j) * Tr (List.map γ (l.eraseIdx ↑j)).prod
```

As a diff, the version that Lean accepts:

```diff
@@ -46,5 +46,5 @@
   have h := congrArg Tr (move_through B γ hγ a l)
   -- cyclicity returns the transported term to the original trace
-  rw [hl.neg_one_pow, map_add, hTr.eq_1 |> fun _ => map_smul Tr (2 : ℂ) _] at h
+  rw [hl.neg_one_pow, map_add] at h
   simp only [map_smul, map_sum, smul_eq_mul] at h
   rw [hTr (l.map γ).prod (γ a)] at h
```

Diagnosis. The first error is in the last entry of the `rw`. `hTr` is a proof of a "for all x and y" statement, which Lean treats as a function, so it reads `hTr.eq_1` as a request for `Function.eq_1`, and no such declaration exists. The second message follows from the first. It shows the theorem's goal still open, with `h` as `hl.neg_one_pow` and `map_add` left it: the sign is already −1 and the trace is split over the sum, but the scalars are still inside `Tr`.

The repair deletes the faulty entry. Nothing is lost, because `fun _ => map_smul Tr (2 : ℂ) _` discards whatever it is given, so `hTr.eq_1` could have contributed nothing to the rewrite. All the entry was meant to do was take the factor 2 out of the trace, and the `simp only` on the next line already does that with `map_smul`, for the −1 as well. Cyclicity is then applied by the existing `rw [hTr (l.map γ).prod (γ a)]`, and `linear_combination h / 2` finishes the proof.
